# For jointly Gaussian X and Y with mean 0, variance 1 and covariance c, E(He_m(X) He_n(Y)) is n! cⁿ if m = n and 0 otherwise

When I average a product f(X) g(Y) of two polynomial observables, I expand both in Hermite polynomials, keep only the pairs of equal order and give each pair the weight n! cⁿ. Here X and Y are jointly Gaussian with mean 0, variance 1 and covariance c. But the orthogonality I know is for one variable, and X² and Y⁴ are certainly correlated when c ≠ 0. Why may I discard He_2(X) He_4(Y)?

## Only contractions between the two polynomials survive

The correlation you have in mind sits in a lower-order part: Y⁴ = He_4(Y) + 6 He_2(Y) + 3, and X² correlates with the middle term alone.

Write E for the Gaussian average. For every polynomial p in X and Y, it obeys

E(X p) = E(∂_X p) + c E(∂_Y p)
E(Y p) = c E(∂_X p) + E(∂_Y p).

This is Wick's theorem one step at a time: a factor is paired with each other factor, weighted by their covariance. The Hermite polynomials are defined by

He_0 = 1, He_{n+1}(x) = x He_n(x) − He_n′(x).

First, He_{n+1}′ = (n+1) He_n. This holds for n = 0, since He_1 = x. If it holds for n, then

He_{n+2}′ = He_{n+1} + x He_{n+1}′ − He_{n+1}″
= He_{n+1} + (n+1)(x He_n − He_n′)
= (n+2) He_{n+1}.

Next, take any polynomial q in X and Y. The rule for X and the product rule give

E(He_{m+1}(X) q)
= E(X He_m(X) q) − E(He_m′(X) q)
= E(He_m(X) ∂_X q) + c E(He_m(X) ∂_Y q),

because the two terms with He_m′ cancel. For q = He_{n+1}(Y) this becomes

E(He_{m+1}(X) He_{n+1}(Y)) = (n+1) c E(He_m(X) He_n(Y)).

For q = 1 it gives zero, and the rule for Y likewise gives E(He_{n+1}(Y)) = 0. Lowering both orders together therefore ends at E(1) = 1 if m = n, with the factor n! cⁿ, and at zero otherwise.

The Lean file proves this for any finite set of fields, then specialises to two.

```lean
import Mathlib

open MvPolynomial
open scoped Nat

namespace CorrelatedWickPowers

noncomputable section

variable {σ : Type*} [Fintype σ]

/-- A linear functional `E` on polynomials in the fields `X i` is a Gaussian mean with
covariance `G` if it is normalised and a field `X i` is contracted with every other factor
through `G`. -/
structure IsGaussianMean (G : σ → σ → ℝ) (E : MvPolynomial σ ℝ →ₗ[ℝ] ℝ) : Prop where
  norm : E 1 = 1
  contract : ∀ i p, E (X i * p) = ∑ j, G i j * E (pderiv j p)

/-- The Wick power of order `n` of the field `X i`: each further factor `X i` is multiplied in
and its contraction with the factors already present is subtracted. -/
def wick {σ : Type*} (G : σ → σ → ℝ) (i : σ) : ℕ → MvPolynomial σ ℝ
  | 0 => 1
  | n + 1 => X i * wick G i n - G i i • pderiv i (wick G i n)

omit [Fintype σ] in
/-- Differentiating a Wick power with respect to its own field lowers the order by one, with
the order as prefactor. -/
theorem pderiv_wick_self (G : σ → σ → ℝ) (i : σ) (n : ℕ) :
    pderiv i (wick G i (n + 1)) = ((n : ℝ) + 1) • wick G i n := by
  induction n with
  | zero => simp [wick]
  | succ n ih =>
    have e : wick G i (n + 1 + 1)
        = X i * wick G i (n + 1) - G i i • pderiv i (wick G i (n + 1)) := rfl
    have e' : wick G i (n + 1) = X i * wick G i n - G i i • pderiv i (wick G i n) := rfl
    rw [e, map_sub, Derivation.leibniz, Derivation.map_smul, ih, Derivation.map_smul,
      pderiv_X_self, smul_eq_mul, smul_eq_mul, mul_one, mul_smul_comm]
    -- the terms with prefactor `n + 1` recombine to the Wick power itself
    have r : ((n : ℝ) + 1) • (X i * wick G i n) - G i i • ((n : ℝ) + 1) • pderiv i (wick G i n)
        = ((n : ℝ) + 1) • wick G i (n + 1) := by
      rw [e']
      module
    push_cast
    linear_combination (norm := module) r

omit [Fintype σ] in
/-- A Wick power of one field does not depend on the other fields. -/
theorem pderiv_wick_of_ne (G : σ → σ → ℝ) {i k : σ} (hk : k ≠ i) :
    ∀ n, pderiv k (wick G i n) = 0
  | 0 => by simp [wick]
  | 1 => by simp [wick, pderiv_X_of_ne hk.symm]
  | n + 2 => by
    have e : wick G i (n + 2)
        = X i * wick G i (n + 1) - G i i • pderiv i (wick G i (n + 1)) := rfl
    rw [e, pderiv_wick_self, map_sub, Derivation.leibniz, Derivation.map_smul,
      Derivation.map_smul, pderiv_wick_of_ne G hk (n + 1), pderiv_wick_of_ne G hk n,
      pderiv_X_of_ne hk.symm]
    simp

/-- In a Gaussian mean, a factor taken out of a Wick power is contracted only with the
polynomial `q` outside the Wick power. -/
theorem mean_wick_succ_mul {G : σ → σ → ℝ} {E : MvPolynomial σ ℝ →ₗ[ℝ] ℝ}
    (h : IsGaussianMean G E) (i : σ) (m : ℕ) (q : MvPolynomial σ ℝ) :
    E (wick G i (m + 1) * q) = ∑ k, G i k * E (wick G i m * pderiv k q) := by
  have e : wick G i (m + 1) * q
      = X i * (wick G i m * q) - G i i • (pderiv i (wick G i m) * q) := by
    rw [wick, sub_mul, smul_mul_assoc, mul_assoc]
  -- the self-contractions add up to the subtracted term
  have s : ∑ k, G i k * E (pderiv k (wick G i m) * q)
      = G i i * E (pderiv i (wick G i m) * q) :=
    Finset.sum_eq_single i
      (fun k _ hk => by rw [pderiv_wick_of_ne G hk]; simp) (by simp)
  rw [e, map_sub, map_smul, h.contract, smul_eq_mul, ← s, ← Finset.sum_sub_distrib]
  refine Finset.sum_congr rfl fun k _ => ?_
  rw [Derivation.leibniz, map_add, smul_eq_mul, smul_eq_mul, mul_comm q (pderiv k _)]
  ring

/-- In a Gaussian mean with covariance `G`, Wick powers of the fields `X i` and `X j` of
different order are uncorrelated, and those of equal order `n` have correlation
`n! (G i j) ^ n`. -/
theorem mean_wick_mul_wick {G : σ → σ → ℝ} {E : MvPolynomial σ ℝ →ₗ[ℝ] ℝ}
    (h : IsGaussianMean G E) (i j : σ) : ∀ m n : ℕ,
    E (wick G i m * wick G j n) = if m = n then (n ! : ℝ) * G i j ^ n else 0
  | 0, 0 => by simp [wick, h.norm]
  | 0, n + 1 => by
    rw [mul_comm, mean_wick_succ_mul h]
    simp [wick]
  | m + 1, 0 => by
    rw [mean_wick_succ_mul h]
    simp [wick]
  | m + 1, n + 1 => by
    -- only the derivative with respect to `X j` survives
    have s : ∑ k, G i k * E (wick G i m * pderiv k (wick G j (n + 1)))
        = G i j * E (wick G i m * pderiv j (wick G j (n + 1))) :=
      Finset.sum_eq_single j
        (fun k _ hk => by rw [pderiv_wick_of_ne G hk]; simp) (by simp)
    rw [mean_wick_succ_mul h, s, pderiv_wick_self, mul_smul_comm, map_smul, smul_eq_mul,
      mean_wick_mul_wick h i j m n]
    by_cases hmn : m = n
    · rw [if_pos hmn, if_pos (by omega), Nat.factorial_succ]
      push_cast
      ring
    · rw [if_neg hmn, if_neg (by omega)]
      ring

omit [Fintype σ] in
/-- For a field of unit variance the Wick powers are the probabilists' Hermite polynomials. -/
theorem wick_eq_hermite (G : σ → σ → ℝ) (i : σ) (hi : G i i = 1) (n : ℕ) :
    wick G i n = Polynomial.aeval (X i) (Polynomial.hermite n) := by
  induction n with
  | zero => simp [wick]
  | succ n ih =>
    have d : pderiv i (Polynomial.aeval (X i : MvPolynomial σ ℝ) (Polynomial.hermite n))
        = Polynomial.aeval (X i) (Polynomial.derivative (Polynomial.hermite n)) := by
      rw [← Polynomial.aeval_map_algebraMap ℝ, Derivation.map_aeval, Polynomial.derivative_map,
        Polynomial.aeval_map_algebraMap, pderiv_X_self, smul_eq_mul, mul_one]
    rw [wick, ih, d, hi, one_smul, Polynomial.hermite_succ, map_sub, map_mul,
      Polynomial.aeval_X]

/-- For two jointly Gaussian variables of mean zero, unit variance and covariance `c`, the mean of
`He_m(X) He_n(Y)` is `n! c ^ n` if `m = n` and zero otherwise. -/
theorem mean_hermite_mul_hermite (c : ℝ) (E : MvPolynomial (Fin 2) ℝ →ₗ[ℝ] ℝ) (h1 : E 1 = 1)
    (hX : ∀ p, E (X 0 * p) = E (pderiv 0 p) + c * E (pderiv 1 p))
    (hY : ∀ p, E (X 1 * p) = c * E (pderiv 0 p) + E (pderiv 1 p)) (m n : ℕ) :
    E (Polynomial.aeval (X 0) (Polynomial.hermite m)
      * Polynomial.aeval (X 1) (Polynomial.hermite n))
      = if m = n then (n ! : ℝ) * c ^ n else 0 := by
  have h : IsGaussianMean !![1, c; c, 1] E := by
    refine ⟨h1, fun i p => ?_⟩
    fin_cases i
    · simp [Fin.sum_univ_two, hX]
    · simp [Fin.sum_univ_two, hY]
  have key := mean_wick_mul_wick h 0 1 m n
  rw [wick_eq_hermite (σ := Fin 2) !![1, c; c, 1] 0 (by simp) m,
    wick_eq_hermite (σ := Fin 2) !![1, c; c, 1] 1 (by simp) n] at key
  simpa using key

/-- The moments of one Gaussian variable of mean zero and unit variance, by recursion. -/
def moment : ℕ → ℝ
  | 0 => 1
  | 1 => 0
  | n + 2 => (n + 1) * moment n

/-- One factor in a Gaussian moment is contracted with each of the `a + b` others. -/
theorem moment_add_succ (a b : ℕ) :
    moment (a + b + 1) = a * moment (a - 1 + b) + b * moment (a + (b - 1)) := by
  have g : moment (a + b + 1) = ((a + b : ℕ) : ℝ) * moment (a + b - 1) := by
    generalize a + b = n
    cases n <;> simp [moment]
  have ha : (a : ℝ) * moment (a - 1 + b) = a * moment (a + b - 1) := by
    rcases Nat.eq_zero_or_pos a with h | h
    · simp [h]
    · rw [show a - 1 + b = a + b - 1 by omega]
  have hb : (b : ℝ) * moment (a + (b - 1)) = b * moment (a + b - 1) := by
    rcases Nat.eq_zero_or_pos b with h | h
    · simp [h]
    · rw [show a + (b - 1) = a + b - 1 by omega]
  push_cast at g
  linear_combination g - ha - hb

/-- The linear functional on polynomials in two variables that gives each monomial the
one-variable Gaussian moment of its total degree. -/
def pairMean : MvPolynomial (Fin 2) ℝ →ₗ[ℝ] ℝ :=
  (basisMonomials (Fin 2) ℝ).constr ℝ fun s => moment (s 0 + s 1)

/-- The functional `pairMean` is a Gaussian mean for two fields with unit variances and
covariance one. -/
theorem pairMean_witness : IsGaussianMean !![1, 1; 1, 1] pairMean := by
  have hmon : ∀ (s : Fin 2 →₀ ℕ) (a : ℝ),
      pairMean (monomial s a) = a * moment (s 0 + s 1) := by
    intro s a
    have e : monomial s a = a • basisMonomials (Fin 2) ℝ s := by
      simp [coe_basisMonomials, smul_monomial]
    rw [e, map_smul, pairMean, Module.Basis.constr_basis, smul_eq_mul]
  refine ⟨?_, fun i p => ?_⟩
  · have h : pairMean (MvPolynomial.C 1) = _ := hmon 0 1
    rw [map_one] at h
    simpa [moment] using h
  · -- by linearity it is enough to contract one factor in a monomial
    refine MvPolynomial.induction_on' p (fun u a => ?_) (fun p q hp hq => ?_)
    · have e : X i * monomial u a = monomial (u + Finsupp.single i 1) a := by
        rw [X, monomial_mul, one_mul, add_comm]
      rw [e, hmon]
      simp only [pderiv_monomial, hmon, Fin.sum_univ_two]
      have k := moment_add_succ (u 0) (u 1)
      have e0 : u 0 + 1 + u 1 = u 0 + u 1 + 1 := by omega
      have e1 : u 0 + (u 1 + 1) = u 0 + u 1 + 1 := by omega
      fin_cases i
      · simp [e0, k]
        ring
      · simp [e1, k]
        ring
    · simp only [mul_add, map_add, hp, hq, Finset.sum_add_distrib]

end

end CorrelatedWickPowers
```

```lean
#print axioms CorrelatedWickPowers.mean_hermite_mul_hermite
```

```
'CorrelatedWickPowers.mean_hermite_mul_hermite' depends on axioms: [propext, Classical.choice, Quot.sound]
```

In `mean_hermite_mul_hermite`, `X 0` and `X 1` are your X and Y, `pderiv` is the partial derivative, and `E` is a linear functional on real polynomials. The hypotheses `h1`, `hX` and `hY` are normalisation and the two contraction rules. `Polynomial.hermite` is the probabilists' He_n, not the H_n of oscillator wave functions.

In the general theorem `mean_wick_mul_wick`, `G i j` is the covariance of fields i and j, and `wick G i n` is the normal-ordered n-th power of field i, with self-contraction `G i i`. The result is n! (G i j)ⁿ at equal order.

The contraction rules are assumed. For a non-degenerate Gaussian density they follow from integration by parts, a step that the Lean file does not contain. `pairMean_witness` proves them for an explicit functional, `pairMean`, for c = 1 only, the case where Y behaves as a copy of X.

The proof follows the calculation above:

- `pderiv_wick_self` is the derivative rule, by induction; `module` recombines the terms with prefactor n + 1.
- `pderiv_wick_of_ne` says that derivatives in other fields vanish.
- `mean_wick_succ_mul` is the cancellation. `Finset.sum_eq_single` reduces the self-contractions to one term, and the Leibniz rule matches it with the subtracted one.
- `mean_wick_mul_wick` lowers both orders, with separate cases when either is zero.
- `wick_eq_hermite` identifies Wick powers with Hermite polynomials at unit variance by comparing recursions.

For the witness, `pairMean` gives each monomial the one-variable moment of its total degree, and `moment_add_succ` supplies the contraction rule on monomials.

Matching the means, variances and covariance is not enough to replace the rule for Y. Let X be standard Gaussian and Y an independent fair sign ±1. Normalisation and the rule for X hold with c = 0, yet

E(He_0(X) He_4(Y)) = E(Y⁴ − 6Y² + 3) = 1 − 6 + 3 = −2,

where the formula would give 0.

In quantum mechanics the formula applies to the displacements from equilibrium of finitely many coupled harmonic oscillators in their ground state, each scaled to unit variance; anharmonic terms generally spoil the contraction rules.
